# The electron count of an idempotent density matrix is its rank

A one-particle density operator \(\gamma\) can be turned into a matrix in more than one way when the basis functions overlap. Here the matrix \(P\) holds the expansion coefficients of \(\gamma\) in basis functions \(\chi_0,\dots,\chi_{n-1}\), and the overlap matrix \(S\) is kept separate:

\[
\gamma=\sum_{i,j}P_{ij}\,|\chi_i\rangle\langle\chi_j|,\qquad S_{ij}=\langle\chi_i|\chi_j\rangle .
\]

With this choice \(\gamma^2\) has the coefficient matrix \(PSP\), and the trace of \(\gamma\) is \(\sum_{i,j}P_{ij}S_{ji}=\operatorname{tr}(PS)\). For linearly independent basis functions, the projector condition \(\gamma^2=\gamma\) therefore reads \(PSP=P\). For a physical, hence Hermitian, \(\gamma\) this condition describes a single Slater determinant: each eigenfunction of \(\gamma\) is a spin orbital with occupation one or zero.

Let \(S\) and \(P\) be complex \(n\times n\) matrices with \(S\) invertible and \(PSP=P\). Then

\[
\operatorname{tr}(PS)=\operatorname{rank}P\le n,\qquad
\operatorname{tr}(PS)=0\iff P=0,\qquad
\operatorname{tr}(PS)=n\iff P=S^{-1}.
\]

In Hartree–Fock or Kohn–Sham theory with integer occupations and a finite basis, the electron count computed from the density matrix is thus a whole number as a consequence of idempotency.

## From idempotency to a whole number

**Trace and rank of a projector.** Let \(A\) be an \(n\times n\) matrix with \(A^2=A\) and rank \(r\). A vector \(y=Ax\) in the range of \(A\) satisfies \(Ay=A^2x=Ax=y\), so \(A\) fixes its range. Any vector splits as \(x=Ax+(x-Ax)\), where the first part is in the range and the second is in the kernel, because \(A(x-Ax)=Ax-A^2x=0\). The two subspaces share only the zero vector: if \(y\) is in the range and \(Ay=0\), then \(y=Ay=0\). In a basis made from a basis of the range and a basis of the kernel, \(A\) is diagonal with \(r\) ones and \(n-r\) zeros. The trace does not depend on the basis, so \(\operatorname{tr}A=r\).

**The density matrix.** The matrix \(PS\) is such a projector, since

\[
(PS)(PS)=(PSP)S=PS .
\]

Multiplication by a further matrix cannot raise the rank, so \(\operatorname{rank}(PS)\le\operatorname{rank}P\). Reading the hypothesis as \(P=(PS)P\) gives the opposite inequality, \(\operatorname{rank}P\le\operatorname{rank}(PS)\). Hence

\[
\operatorname{tr}(PS)=\operatorname{rank}(PS)=\operatorname{rank}P ,
\]

and the rank of an \(n\times n\) matrix is at most \(n\).

**The empty case.** If the trace is zero, \(P\) has rank zero. Its range contains only the zero vector, so \(Pv=0\) for every \(v\), and \(P=0\). Conversely, \(P=0\) gives trace zero.

**The full case.** If the trace is \(n\), the range of \(P\) is all of \(\mathbb C^n\). Every vector \(v\) can then be written as \(v=Pw\), and

\[
PSv=PSPw=Pw=v .
\]

So \(PS=1\), which means \(P=S^{-1}\). Conversely, \(P=S^{-1}\) gives \(\operatorname{tr}(PS)=\operatorname{tr}1=n\). In this case \(\gamma\) is the projector onto the whole span of the basis.

**Every count occurs.** Take an integer \(k\) with \(0\le k\le n\), a diagonal matrix \(D\) with \(k\) ones and \(n-k\) zeros, and \(P=DS^{-1}\). Then \(PS=D\), so \(PSP=D^2S^{-1}=DS^{-1}=P\) and \(\operatorname{tr}(PS)=k\).

**Densities built from orbitals.** Let the \(k\) columns of an \(n\times k\) matrix \(C\) be orbital coefficients with \(C^\dagger SC=1\), and set \(P=CC^\dagger\). Then

\[
PSP=C(C^\dagger SC)C^\dagger=CC^\dagger=P,\qquad
\operatorname{tr}(PS)=\operatorname{tr}(C^\dagger SC)=k ,
\]

where the second chain uses the cyclic property of the trace.

## Density matrix and electron count as Lean definitions

The development works with matrices throughout; the operator \(\gamma\) and the functions \(\chi_i\) enter only through \(P\) and \(S\).

```lean
import Mathlib

open Matrix

namespace ElectronCountRank

noncomputable section
```

The type `Matrix (Fin n) (Fin n) ℂ` is that of complex \(n\times n\) matrices with indices from \(0\) to \(n-1\). The predicate `IsIdempotentDensity S P` says that \(PSP=P\), and nothing else. An overlap matrix is Hermitian and positive definite when its basis functions are linearly independent, and a physical density matrix is Hermitian, but the results need neither property.

```lean
/-- Idempotency of a one-particle density matrix `P` in a basis with overlap matrix `S`:
`P S P = P`. -/
def IsIdempotentDensity {n : ℕ} (S P : Matrix (Fin n) (Fin n) ℂ) : Prop :=
  P * S * P = P
```

The count is defined as a complex number, because it is the trace of a complex matrix. That it is a whole number is therefore something to prove. The definition counts one electron per occupied spin orbital and contains no factor of two for spin.

```lean
/-- The electron count `trace (P S)` of the density matrix `P` in a basis with overlap `S`. -/
def electronCount {n : ℕ} (S P : Matrix (Fin n) (Fin n) ℂ) : ℂ :=
  (P * S).trace
```

## The trace of a projector

The first theorem is the statement about \(A^2=A\). The notation `(A.rank : ℂ)` means the natural number `A.rank`, regarded as a complex number.

```lean
/-- The trace of an idempotent matrix is its rank. -/
theorem trace_eq_rank_of_idempotent {n : ℕ} (A : Matrix (Fin n) (Fin n) ℂ)
    (h : A * A = A) : A.trace = (A.rank : ℂ) := by
  -- `A` is a projection onto its own range
  have hp : LinearMap.IsProj (LinearMap.range (Matrix.toLin' A)) (Matrix.toLin' A) := by
    constructor
    · intro x
      exact LinearMap.mem_range_self _ x
    · rintro _ ⟨x, rfl⟩
      simp only [Matrix.toLin'_apply, Matrix.mulVec_mulVec, h]
  have ht := hp.trace
  rw [LinearMap.trace_eq_matrix_trace ℂ (Pi.basisFun ℂ (Fin n)),
    LinearMap.toMatrix_eq_toMatrix', LinearMap.toMatrix'_toLin'] at ht
  rw [ht, Matrix.rank, Matrix.toLin'_apply']
```

The step `hp` records that \(A\) sends every vector into its range and fixes each vector already there. Mathlib's theorem `hp.trace` then supplies the trace of a projection as the dimension of the subspace onto which it projects, which replaces the adapted basis of the derivation by hand. The remaining rewrites pass from the trace of the linear map to that of the matrix, and from the dimension of the range to the rank.

## Equal ranks of \(P\) and \(PS\)

```lean
/-- The electron count of an idempotent density matrix is the rank of that matrix. -/
theorem electronCount_eq_rank {n : ℕ} {S P : Matrix (Fin n) (Fin n) ℂ}
    (h : IsIdempotentDensity S P) : electronCount S P = (P.rank : ℂ) := by
  have h' : P * S * P = P := h
  have hid : (P * S) * (P * S) = P * S := by
    rw [← Matrix.mul_assoc, h']
  -- `P = (P S) P` bounds the rank of `P` by that of `P S`
  have hle : P.rank ≤ (P * S).rank := by
    have := Matrix.rank_mul_le_left (P * S) P
    rwa [h'] at this
  have hr : (P * S).rank = P.rank := le_antisymm (Matrix.rank_mul_le_left P S) hle
  rw [electronCount, trace_eq_rank_of_idempotent _ hid, hr]
```

Here `hid` is the calculation \((PS)(PS)=PS\), and `hle` is the inequality obtained from \(P=(PS)P\). Together with the general bound on the rank of a product, `hle` gives the equality `hr`. The invertibility of \(S\) is not assumed, so the matrix identity also holds for a linearly dependent basis set.

## The empty and the full density matrix

```lean
/-- An idempotent density matrix holds no electrons exactly when it vanishes. -/
theorem electronCount_eq_zero_iff {n : ℕ} {S P : Matrix (Fin n) (Fin n) ℂ}
    (h : IsIdempotentDensity S P) : electronCount S P = 0 ↔ P = 0 := by
  constructor
  · intro h0
    rw [electronCount_eq_rank h] at h0
    have hr : P.rank = 0 := by exact_mod_cast h0
    -- a range of dimension zero is trivial
    have hb : LinearMap.range P.mulVecLin = ⊥ := Submodule.finrank_eq_zero.mp hr
    have hz : Matrix.toLin' P = 0 := by
      rw [Matrix.toLin'_apply']
      exact LinearMap.range_eq_bot.mp hb
    exact Matrix.toLin'.injective (by rw [hz, map_zero])
  · rintro rfl
    simp [electronCount]
```

In the forward direction, the zero count is first converted into the statement `P.rank = 0` about natural numbers. The range is then the zero subspace, written `⊥`, so the linear map belonging to \(P\) vanishes, and with it the matrix. The reverse direction substitutes \(P=0\) and evaluates the trace.

At the other end, full rank is first shown to imply \(PS=1\).

```lean
/-- If an idempotent density matrix has full rank, then `P S` is the identity. -/
theorem mul_overlap_eq_one_of_full_rank {n : ℕ} {S P : Matrix (Fin n) (Fin n) ℂ}
    (h : IsIdempotentDensity S P) (hr : P.rank = n) : P * S = 1 := by
  have h' : P * S * P = P := h
  have htop : LinearMap.range P.mulVecLin = ⊤ :=
    Submodule.eq_top_of_finrank_eq (by rw [Module.finrank_fin_fun]; exact hr)
  apply Matrix.toLin'.injective
  apply LinearMap.ext
  intro v
  -- every vector is of the form `P w`, and `P S` fixes those
  have hv : v ∈ LinearMap.range P.mulVecLin := by
    rw [htop]
    exact Submodule.mem_top
  obtain ⟨w, hw⟩ := hv
  rw [Matrix.mulVecLin_apply] at hw
  simp only [Matrix.toLin'_apply, Matrix.one_mulVec]
  rw [← hw, Matrix.mulVec_mulVec, h']
```

The equation `htop` says that the range of \(P\) is the whole space, written `⊤`. The proof then takes an arbitrary vector \(v\), obtains a \(w\) with \(Pw=v\), and applies \(PSP=P\), exactly as above.

## The combined theorem

The hypothesis `hS : IsUnit S.det` says that the determinant of \(S\) is nonzero, which for an overlap matrix means that the basis functions are linearly independent. The conclusion has four parts: the count equals the rank, the rank is at most \(n\), and the two equivalences characterise the counts \(0\) and \(n\).

```lean
/-- For an invertible overlap matrix `S` and a density matrix with `P S P = P`, the electron
count is the rank of `P`, which is at most the number `n` of basis functions; the count is `0`
exactly when `P = 0` and `n` exactly when `P = S⁻¹`. -/
theorem electronCount_quantized {n : ℕ} {S P : Matrix (Fin n) (Fin n) ℂ}
    (hS : IsUnit S.det) (h : IsIdempotentDensity S P) :
    electronCount S P = (P.rank : ℂ) ∧ P.rank ≤ n ∧
      (electronCount S P = 0 ↔ P = 0) ∧ (electronCount S P = (n : ℂ) ↔ P = S⁻¹) := by
  refine ⟨electronCount_eq_rank h, by simpa using P.rank_le_card_width,
    electronCount_eq_zero_iff h, ?_, ?_⟩
  · intro hn
    rw [electronCount_eq_rank h] at hn
    have hr : P.rank = n := by exact_mod_cast hn
    exact (Matrix.inv_eq_left_inv (mul_overlap_eq_one_of_full_rank h hr)).symm
  · intro hP
    rw [electronCount, hP, Matrix.nonsing_inv_mul S hS, Matrix.trace_one, Fintype.card_fin]
```

Most of the proof assembles the earlier results. For the last equivalence, a count of \(n\) gives full rank, hence \(PS=1\), and a left inverse of a square matrix is its inverse. The hypothesis `hS` is used only in the opposite direction, where \(S^{-1}S=1\) is required; Lean assigns the zero matrix as the inverse of a singular matrix, for which this equation fails when \(n>0\).

The theorem does not cover fractional occupations, as they occur in correlated states or at finite electronic temperature. There \(PSP\ne P\), and the trace is a sum of occupation numbers between \(0\) and \(1\), which is smaller than the rank as soon as one of them is fractional.

## Attaining each count

```lean
/-- For an invertible overlap matrix, every whole number from `0` to `n` is the electron count of
some matrix `P` with `P S P = P`. -/
theorem exists_density_with_count {n : ℕ} {S : Matrix (Fin n) (Fin n) ℂ}
    (hS : IsUnit S.det) {k : ℕ} (hk : k ≤ n) :
    ∃ P, IsIdempotentDensity S P ∧ electronCount S P = (k : ℂ) := by
  obtain ⟨s, -, hs⟩ := Finset.exists_subset_card_eq
    (s := (Finset.univ : Finset (Fin n))) (n := k) (by simpa using hk)
  -- occupation numbers: one on `s`, zero elsewhere
  let D : Matrix (Fin n) (Fin n) ℂ := Matrix.diagonal (fun i => if i ∈ s then 1 else 0)
  have hD : D * D = D := by
    simp [D, Matrix.diagonal_mul_diagonal]
  have hPS : D * S⁻¹ * S = D := by
    rw [Matrix.mul_assoc, Matrix.nonsing_inv_mul S hS, Matrix.mul_one]
  refine ⟨D * S⁻¹, ?_, ?_⟩
  · change D * S⁻¹ * S * (D * S⁻¹) = D * S⁻¹
    rw [hPS, ← Matrix.mul_assoc, hD]
  · rw [electronCount, hPS, Matrix.trace_diagonal]
    simp [hs]
```

The proof selects a set `s` of \(k\) indices and puts ones at those places on the diagonal of `D`. The equation `hPS` is \(PS=D\), from which both idempotency and the trace follow. The matrix \(DS^{-1}\) is in general not Hermitian, so the theorem shows which counts the condition \(PSP=P\) permits and does not construct a physical density for each of them. Such densities come from orthonormal orbitals, which are the subject of the next theorem.

```lean
/-- If the `k` columns of `C` are orbitals orthonormal with respect to the overlap `S`, then
`C Cᴴ` is an idempotent density matrix with electron count `k`. -/
theorem orbital_density_count {n k : ℕ} {S : Matrix (Fin n) (Fin n) ℂ}
    {C : Matrix (Fin n) (Fin k) ℂ} (hC : Cᴴ * S * C = 1) :
    IsIdempotentDensity S (C * Cᴴ) ∧ electronCount S (C * Cᴴ) = (k : ℂ) := by
  constructor
  · calc C * Cᴴ * S * (C * Cᴴ) = C * (Cᴴ * S * C) * Cᴴ := by
          simp only [Matrix.mul_assoc]
      _ = C * Cᴴ := by rw [hC, Matrix.mul_one]
  · -- cyclicity of the trace leaves the `k × k` identity
    rw [electronCount, Matrix.mul_assoc, Matrix.trace_mul_comm, hC, Matrix.trace_one,
      Fintype.card_fin]
```

The matrix `C` has type `Matrix (Fin n) (Fin k) ℂ`, with one orbital per column, and `Cᴴ` is its conjugate transpose \(C^\dagger\). The hypothesis `hC` is orthonormality with respect to \(S\). The `calc` block regroups the product around \(C^\dagger SC\), and `Matrix.trace_mul_comm` performs the cyclic step that leaves the trace of the \(k\times k\) identity.

## One electron in two overlapping functions

The last theorem treats two normalised basis functions with overlap \(1/2\), of which the first is occupied:

\[
S=\begin{pmatrix}1&\tfrac12\\ \tfrac12&1\end{pmatrix},\qquad
C=\begin{pmatrix}1\\0\end{pmatrix},\qquad
P=CC^\dagger=\begin{pmatrix}1&0\\0&0\end{pmatrix}.
\]

The determinant of \(S\) is \(3/4\), and \(C^\dagger SC=1\). The product \(PS\) has first row \((1,\tfrac12)\) and second row zero, so \(PSP=P\) and the count is \(1\).

```lean
/-- Two basis functions with overlap `1/2`: the overlap matrix is invertible, the first basis
function is a normalised orbital, and its density matrix is idempotent with electron count `1`. -/
theorem electronCount_witness :
    IsUnit (!![1, 1/2; 1/2, 1] : Matrix (Fin 2) (Fin 2) ℂ).det ∧
    (!![1; 0] : Matrix (Fin 2) (Fin 1) ℂ)ᴴ * (!![1, 1/2; 1/2, 1] : Matrix (Fin 2) (Fin 2) ℂ) *
      (!![1; 0] : Matrix (Fin 2) (Fin 1) ℂ) = 1 ∧
    IsIdempotentDensity !![1, 1/2; 1/2, 1] !![1, 0; 0, 0] ∧
    electronCount !![1, 1/2; 1/2, 1] !![1, 0; 0, 0] = 1 := by
  refine ⟨?_, ?_, ?_, ?_⟩
  · rw [isUnit_iff_ne_zero, Matrix.det_fin_two_of]
    norm_num
  · ext i j
    fin_cases i
    fin_cases j
    simp [Matrix.mul_apply, Fin.sum_univ_succ]
  · unfold IsIdempotentDensity
    ext i j
    fin_cases i <;> fin_cases j <;> simp [Matrix.mul_apply, Fin.sum_univ_succ]
  · simp [electronCount, Matrix.trace, Fin.sum_univ_succ]

end

end ElectronCountRank
```

The four claims are verified by direct evaluation, with the matrix equations checked entry by entry. They show that the assumptions of the combined theorem and of the orbital theorem are satisfied in a basis that is not orthogonal.

```lean
#print axioms ElectronCountRank.electronCount_eq_rank
-- 'ElectronCountRank.electronCount_eq_rank' depends on axioms: [propext, Classical.choice, Quot.sound]
#print axioms ElectronCountRank.electronCount_quantized
-- 'ElectronCountRank.electronCount_quantized' depends on axioms: [propext, Classical.choice, Quot.sound]
#print axioms ElectronCountRank.exists_density_with_count
-- 'ElectronCountRank.exists_density_with_count' depends on axioms: [propext, Classical.choice, Quot.sound]
#print axioms ElectronCountRank.orbital_density_count
-- 'ElectronCountRank.orbital_density_count' depends on axioms: [propext, Classical.choice, Quot.sound]
```

## The count in a self-consistent-field program

In a program that uses NumPy, the count is `np.trace(P @ S)`, or `np.sum(P * S.T)`, which avoids the full matrix product. The overlap matrix matters here. In the two-function example with both orbitals filled, \(P=S^{-1}\) has trace \(8/3\), whereas \(\operatorname{tr}(PS)=2\).

Many closed-shell programs work with spatial basis functions and store the spin-summed matrix \(D_{\mathrm{tot}}=2P\), where \(P\) is now the density matrix of the electrons of one spin. It satisfies \(D_{\mathrm{tot}}SD_{\mathrm{tot}}=2D_{\mathrm{tot}}\), and \(\operatorname{tr}(D_{\mathrm{tot}}S)\) is twice the rank of \(P\).

When \(P\) is built from \(k\) occupied orbitals, the computed trace should equal \(k\) up to rounding. A larger deviation indicates that the orbitals are not orthonormal with respect to the current \(S\), as can happen when orbitals from one geometry are combined with the overlap matrix of another. A correct trace does not establish idempotency: for \(S=1\) and \(n=2\), the matrix \(P=\tfrac12\,1\) has trace \(1\) but \(PSP=\tfrac14\,1\). Idempotency therefore needs a check of its own, for example of the size of \(PSP-P\).
